# Soft-photon emission from a back-to-back charged pair, integrated over angles

For 0 < b < 1,

∫₋₁¹ [ 2(1+b²)/((1−bc)(1+bc)) − (1−b²)/(1−bc)² − (1−b²)/(1+bc)² ] dc = (2(1+b²)/b) ln((1+b)/(1−b)) − 4.

The physical problem is the radiation that accompanies the creation of two oppositely charged particles of equal mass, which fly apart with velocities b and −b in units where the speed of light is one. Up to a factor that does not depend on direction, the integrand is the angular distribution of the soft photons, and c = cos θ is the cosine of the angle between the photon and the first charge. The letter b stands for the usual β, and c is never the speed of light.

The integral enters the lowest-order radiative correction for final-state emission from such a pair, for photons whose energy is negligible beside the kinetic energy of the charges. The condition b < 1 says that the charges are massive.

## From the current to the angular profile

Let each particle have energy E, and let the momenta be p = E(1, 0, 0, b) and q = E(1, 0, 0, −b). The photon has energy ω, azimuth φ and momentum

k = ω(1, sin θ cos φ, sin θ sin φ, cos θ).

With the charge e taken out, the current that emits a soft photon is

J = p/(p·k) − q/(q·k).

It is conserved, since J·k = 1 − 1 = 0. Because also k² = 0, the sum of |ε·J|² over the two transverse polarisation vectors ε is −J·J. The factor ω² removes the dependence on the photon energy, so the pattern to compute is −ω² J·J.

The scalar products, with signature (+,−,−,−), are

p·k = Eω(1−bc), q·k = Eω(1+bc),

p² = q² = E²(1−b²), p·q = E²(1+b²).

Expanding the square gives

−ω² J·J = ω² [ 2 p·q/((p·k)(q·k)) − p²/(p·k)² − q²/(q·k)² ]

= 2(1+b²)/((1−bc)(1+bc)) − (1−b²)/(1−bc)² − (1−b²)/(1+bc)².

E, ω and φ have dropped out. The first term is the interference of the two charges. The other two are proportional to the squared mass m² = E²(1−b²).

Over the common denominator (1−b²c²)² the numerator is

2(1+b²)(1−b²c²) − (1−b²)[(1+bc)² + (1−bc)²]

= 2(1+b²)(1−b²c²) − 2(1−b²)(1+b²c²) = 4b²(1−c²).

The profile is therefore 4b²(1−c²)/(1−b²c²)². It is never negative, and it vanishes exactly along the two charges, at c = ±1.

## The integral over the polar cosine

Partial fractions turn the interference term into

2(1+b²)/((1−bc)(1+bc)) = (1+b²)[1/(1−bc) + 1/(1+bc)].

An antiderivative of the whole profile is then

F(c) = ((1+b²)/b)[ln(1+bc) − ln(1−bc)] − ((1−b²)/b)[1/(1−bc) − 1/(1+bc)].

Write L = ln((1+b)/(1−b)). At the upper end the last bracket is 2b/(1−b²), so F(1) = ((1+b²)/b)L − 2. Since F is odd, the integral is 2F(1), which is the stated value. Integration over φ multiplies it by 2π.

For fast charges, subtract 4(L−1):

(2(1+b²)/b)L − 4 − 4(L−1) = 2(1−b)²L/b.

This remainder is not negative. The inequality ln x ≤ x − 1 at x = (1+b)/(1−b) gives L ≤ 2b/(1−b), so the remainder is at most 4(1−b). In terms of the mass, L = ln((1+b)²E²/m²), which is the collinear logarithm: it grows without bound as b approaches 1.

## Momenta, current and pattern in Lean

```lean
import Mathlib

open Set

namespace SoftPhotonBackToBack

noncomputable section
```

Four-vectors are functions from `Fin 4` to the real numbers, with index 0 for the energy and index 3 for the axis of the pair.

```lean
/-- The Minkowski product of two four-vectors, with signature (+,-,-,-). -/
def mdot (p q : Fin 4 → ℝ) : ℝ :=
  p 0 * q 0 - p 1 * q 1 - p 2 * q 2 - p 3 * q 3
```

The product `mdot` fixes the signature (+,−,−,−), which is why the pattern below carries a minus sign.

```lean
/-- Four-momentum of a particle of energy `E` moving along the third axis with velocity `b`,
in units where the speed of light is one. -/
def chargeMomentum (E b : ℝ) : Fin 4 → ℝ := ![E, 0, 0, E * b]
```

The second particle is obtained from the same definition as `chargeMomentum E (-b)`. The argument `E` is the energy of one particle, not of the pair.

```lean
/-- Four-momentum of a photon of energy `ω` whose direction has polar cosine `c` and
azimuth `φ`, for `-1 ≤ c ≤ 1`. -/
def photonMomentum (ω c φ : ℝ) : Fin 4 → ℝ :=
  ![ω, ω * √(1 - c ^ 2) * Real.cos φ, ω * √(1 - c ^ 2) * Real.sin φ, ω * c]
```

The photon direction is given by `c` and `φ`, and `√(1 - c ^ 2)` plays the part of sin θ.

```lean
/-- The eikonal current of two opposite unit charges with momenta `p` and `q` that emit a soft
photon of momentum `k`, for nonzero `p·k` and `q·k`. -/
def eikonalCurrent (p q k : Fin 4 → ℝ) : Fin 4 → ℝ :=
  fun μ => p μ / mdot p k - q μ / mdot q k
```

Here `q` is the momentum of the second particle, not a charge. The relative minus sign encodes the opposite charges of two outgoing particles.

```lean
/-- The emission pattern `-ω² J·J` of a back-to-back pair of opposite charges with velocities
`b` and `-b`, for nonzero `E` and `ω` and for `b c` different from `1` and `-1`. -/
def emissionPattern (E b ω c φ : ℝ) : ℝ :=
  -ω ^ 2 * mdot
    (eikonalCurrent (chargeMomentum E b) (chargeMomentum E (-b)) (photonMomentum ω c φ))
    (eikonalCurrent (chargeMomentum E b) (chargeMomentum E (-b)) (photonMomentum ω c φ))
```

`emissionPattern` is built from the current alone. The step from quantum electrodynamics to this starting point, namely that the amplitude for one soft photon is the amplitude without it times e ε·J, is assumed in the choice of definition. It neglects the recoil of the charges.

```lean
/-- The angular profile as an interference term minus the two mass terms, for `b c` different
from `1` and `-1`. -/
def angularProfile (b c : ℝ) : ℝ :=
  2 * (1 + b ^ 2) / ((1 - b * c) * (1 + b * c)) - (1 - b ^ 2) / (1 - b * c) ^ 2
    - (1 - b ^ 2) / (1 + b * c) ^ 2
```

`angularProfile` is the integrand of the opening formula, defined independently of the current. The two are connected by a theorem below.

## Consistency of the photon and the current

```lean
/-- The photon momentum is light-like when the polar cosine lies between `-1` and `1`. -/
theorem photon_lightlike (ω φ : ℝ) {c : ℝ} (hc : c ∈ Icc (-1 : ℝ) 1) :
    mdot (photonMomentum ω c φ) (photonMomentum ω c φ) = 0 := by
  have hs : √(1 - c ^ 2) ^ 2 = 1 - c ^ 2 :=
    Real.sq_sqrt (by nlinarith [hc.1, hc.2])
  have ht := Real.sin_sq_add_cos_sq φ
  simp only [mdot, photonMomentum, Matrix.cons_val]
  linear_combination (-ω ^ 2 * √(1 - c ^ 2) ^ 2) * ht - ω ^ 2 * hs
```

This is k² = 0 for every azimuth and every real `ω`. The fact `hs` says that the square root squares to 1 − c², which needs −1 ≤ c ≤ 1, and `ht` is sin²φ + cos²φ = 1. The final tactic combines the two.

```lean
/-- The eikonal current is conserved, `J·k = 0`, whenever `p·k` and `q·k` are nonzero. -/
theorem current_conserved {p q k : Fin 4 → ℝ} (hp : mdot p k ≠ 0) (hq : mdot q k ≠ 0) :
    mdot (eikonalCurrent p q k) k = 0 := by
  have h : ∀ a d : ℝ, mdot (fun μ => p μ / a - q μ / d) k = mdot p k / a - mdot q k / d := by
    intro a d
    simp only [mdot]
    ring
  unfold eikonalCurrent
  rw [h, div_self hp, div_self hq, sub_self]
```

Conservation is proved for arbitrary four-vectors with nonzero p·k and q·k. The auxiliary statement `h` expresses the linearity of the product in its first argument. After that each quotient is one, and the difference is zero. These two theorems support the reading of −J·J as a polarisation sum; the later proofs do not use them.

## The pattern equals the profile

```lean
/-- For velocity `0 < b < 1` and polar cosine `c` between `-1` and `1`, both factors `1 - b c`
and `1 + b c` are positive. -/
theorem denominators_pos {b c : ℝ} (hb : 0 < b) (hb1 : b < 1) (hc : c ∈ Icc (-1 : ℝ) 1) :
    0 < 1 - b * c ∧ 0 < 1 + b * c := by
  obtain ⟨h1, h2⟩ := hc
  constructor
  · nlinarith [mul_nonneg hb.le (sub_nonneg.mpr h2)]
  · nlinarith [mul_nonneg hb.le (sub_nonneg.mpr h1)]
```

The positivity follows from 1 − bc = (1−b) + b(1−c) and 1 + bc = (1−b) + b(1+c). In each case the first summand is positive and the second is not negative. The products supplied to `nlinarith` are these second summands.

```lean
/-- For positive energies and `0 < b < 1`, the emission pattern of the back-to-back pair is the
angular profile in the polar cosine `c`, for every `c` between `-1` and `1`. -/
theorem emissionPattern_eq {E b ω c : ℝ} (φ : ℝ) (hE : 0 < E) (hω : 0 < ω)
    (hb : 0 < b) (hb1 : b < 1) (hc : c ∈ Icc (-1 : ℝ) 1) :
    emissionPattern E b ω c φ = angularProfile b c := by
  obtain ⟨h1, h2⟩ := denominators_pos hb hb1 hc
  have n1 := h1.ne'
  have n2 := h2.ne'
  -- the two scalar products with the photon momentum
  have hp : mdot (chargeMomentum E b) (photonMomentum ω c φ) = E * ω * (1 - b * c) := by
    simp only [mdot, chargeMomentum, photonMomentum, Matrix.cons_val]
    ring
  have hq : mdot (chargeMomentum E (-b)) (photonMomentum ω c φ) = E * ω * (1 + b * c) := by
    simp only [mdot, chargeMomentum, photonMomentum, Matrix.cons_val]
    ring
  unfold emissionPattern eikonalCurrent angularProfile
  rw [hp, hq]
  simp only [mdot, chargeMomentum, Matrix.cons_val]
  field_simp
  ring
```

The theorem says that, for positive `E` and `ω`, the pattern computed from the current is the profile at the same `c`, whatever the azimuth. The steps `hp` and `hq` are the scalar products p·k and q·k found by hand. Once they are inserted, only products of the charge momenta remain, and `field_simp` followed by `ring` clears the denominators and compares polynomials.

```lean
/-- For `0 < b < 1` and `c` between `-1` and `1`, the angular profile is
`4 b² (1 - c²) / (1 - b² c²)²`. -/
theorem angularProfile_eq {b c : ℝ} (hb : 0 < b) (hb1 : b < 1) (hc : c ∈ Icc (-1 : ℝ) 1) :
    angularProfile b c = 4 * b ^ 2 * (1 - c ^ 2) / (1 - b ^ 2 * c ^ 2) ^ 2 := by
  obtain ⟨h1, h2⟩ := denominators_pos hb hb1 hc
  have n1 := h1.ne'
  have n2 := h2.ne'
  have h : 1 - b ^ 2 * c ^ 2 = (1 - b * c) * (1 + b * c) := by ring
  rw [h, angularProfile]
  field_simp
  ring
```

This is the form with the factor 1 − c² in the numerator. The proof factors 1 − b²c² and then repeats the common-denominator calculation.

## The integral and its value over all directions

```lean
/-- For `0 < b < 1`, the integral of the angular profile over the polar cosine is
`(2 (1 + b²) / b) ln((1 + b) / (1 - b)) - 4`. -/
theorem integral_angularProfile {b : ℝ} (hb : 0 < b) (hb1 : b < 1) :
    ∫ c in (-1 : ℝ)..1, angularProfile b c
      = 2 * (1 + b ^ 2) / b * Real.log ((1 + b) / (1 - b)) - 4 := by
  have hle : (-1 : ℝ) ≤ 1 := by norm_num
  -- an explicit antiderivative
  have hF : ∀ x ∈ uIcc (-1 : ℝ) 1, HasDerivAt
      (fun y : ℝ => (1 + b ^ 2) / b * (Real.log (1 + b * y) - Real.log (1 - b * y))
        - ((1 - b ^ 2) / b / (1 - b * y) - (1 - b ^ 2) / b / (1 + b * y)))
      (angularProfile b x) x := by
    intro x hx
    rw [uIcc_of_le hle] at hx
    obtain ⟨p1, p2⟩ := denominators_pos hb hb1 hx
    have n1 := p1.ne'
    have n2 := p2.ne'
    have h1 : HasDerivAt (fun y : ℝ => 1 - b * y) (-b) x :=
      (((hasDerivAt_id' x).const_mul b).const_sub 1).congr_deriv (by ring)
    have h2 : HasDerivAt (fun y : ℝ => 1 + b * y) b x :=
      (((hasDerivAt_id' x).const_mul b).const_add 1).congr_deriv (by ring)
    have hk := hasDerivAt_const x ((1 - b ^ 2) / b)
    refine ((((h2.log n2).fun_sub (h1.log n1)).const_mul ((1 + b ^ 2) / b)).fun_sub
      ((hk.fun_div h1 n1).fun_sub (hk.fun_div h2 n2))).congr_deriv ?_
    unfold angularProfile
    field_simp
    ring
  have hcont : ContinuousOn (fun c => angularProfile b c) (uIcc (-1 : ℝ) 1) := by
    intro x hx
    rw [uIcc_of_le hle] at hx
    obtain ⟨p1, p2⟩ := denominators_pos hb hb1 hx
    have m0 : (1 - b * x) * (1 + b * x) ≠ 0 := (mul_pos p1 p2).ne'
    have m1 : (1 - b * x) ^ 2 ≠ 0 := (pow_pos p1 2).ne'
    have m2 : (1 + b * x) ^ 2 ≠ 0 := (pow_pos p2 2).ne'
    apply ContinuousAt.continuousWithinAt
    unfold angularProfile
    fun_prop (disch := assumption)
  rw [intervalIntegral.integral_eq_sub_of_hasDerivAt hF hcont.intervalIntegrable]
  -- evaluation at the two end points
  have e1 : 1 - b ≠ 0 := by linarith
  have e2 : 1 + b ≠ 0 := by linarith
  rw [Real.log_div e2 e1]
  simp only [mul_one, mul_neg, sub_neg_eq_add, ← sub_eq_add_neg]
  field_simp
  ring
```

The function inside `hF` is the antiderivative F above. Its derivative is assembled from the rules for logarithms and quotients, and the algebra after `congr_deriv` shows that it equals the profile at each point of the interval. The statement `hcont` gives continuity there, hence integrability, and the fundamental theorem of calculus reduces the integral to F(1) − F(−1). The last lines split the logarithm of the quotient and simplify the end-point values.

```lean
/-- For positive energies and `0 < b < 1`, the emission pattern of the back-to-back pair integrated
over all photon directions is `2π ((2 (1 + b²) / b) ln((1 + b) / (1 - b)) - 4)`. -/
theorem solidAngle_emission {E b ω : ℝ} (hE : 0 < E) (hω : 0 < ω) (hb : 0 < b) (hb1 : b < 1) :
    ∫ φ in (0 : ℝ)..(2 * Real.pi), ∫ c in (-1 : ℝ)..1, emissionPattern E b ω c φ
      = 2 * Real.pi * (2 * (1 + b ^ 2) / b * Real.log ((1 + b) / (1 - b)) - 4) := by
  have h : ∀ φ : ℝ, ∫ c in (-1 : ℝ)..1, emissionPattern E b ω c φ
      = 2 * (1 + b ^ 2) / b * Real.log ((1 + b) / (1 - b)) - 4 := by
    intro φ
    refine Eq.trans (intervalIntegral.integral_congr ?_) (integral_angularProfile hb hb1)
    intro c hc
    rw [uIcc_of_le (by norm_num)] at hc
    exact emissionPattern_eq φ hE hω hb hb1 hc
  simp only [h, intervalIntegral.integral_const, smul_eq_mul, sub_zero]
```

The double integral uses the measure dΩ = dc dφ. For each fixed `φ`, the pattern is replaced by the profile under the inner integral, which then has the value just found. The outer integral is that of a constant over an interval of length 2π. The photon energy `ω` is held fixed throughout, so the theorem concerns the angular factor and not the integral over the spectrum.

## The collinear logarithm with an explicit error

```lean
/-- For `0 < b < 1`, the integrated profile exceeds `4 (ln((1 + b) / (1 - b)) - 1)` by an amount
between `0` and `4 (1 - b)`. -/
theorem collinear_log_bounds {b : ℝ} (hb : 0 < b) (hb1 : b < 1) :
    (∫ c in (-1 : ℝ)..1, angularProfile b c) - 4 * (Real.log ((1 + b) / (1 - b)) - 1)
      ∈ Icc 0 (4 * (1 - b)) := by
  have e1 : 0 < 1 - b := by linarith
  have n1 := e1.ne'
  rw [integral_angularProfile hb hb1]
  have hL0 : 0 ≤ Real.log ((1 + b) / (1 - b)) :=
    Real.log_nonneg (by rw [le_div_iff₀ e1]; linarith)
  have hL1 : Real.log ((1 + b) / (1 - b)) ≤ 2 * b / (1 - b) := by
    have h := Real.log_le_sub_one_of_pos (show 0 < (1 + b) / (1 - b) by positivity)
    have h' : (1 + b) / (1 - b) - 1 = 2 * b / (1 - b) := by
      field_simp
      ring
    linarith
  generalize Real.log ((1 + b) / (1 - b)) = L at hL0 hL1 ⊢
  -- the remainder beyond the collinear logarithm
  have key : 2 * (1 + b ^ 2) / b * L - 4 - 4 * (L - 1) = 2 * (1 - b) ^ 2 / b * L := by
    field_simp
    ring
  rw [key]
  refine ⟨by positivity, ?_⟩
  calc 2 * (1 - b) ^ 2 / b * L ≤ 2 * (1 - b) ^ 2 / b * (2 * b / (1 - b)) :=
        mul_le_mul_of_nonneg_left hL1 (by positivity)
    _ = 4 * (1 - b) := by
        have hb0 := hb.ne'
        rw [div_mul_div_comm, div_eq_iff (mul_ne_zero hb0 n1)]
        ring

end

end SoftPhotonBackToBack
```

In words, the integrated profile lies between 4(L−1) and 4(L−1) + 4(1−b). The bounds hold for every velocity between 0 and 1, but the interval between them, of width 4(1−b), is narrow only for fast charges; for slow ones 4(L−1) is negative and is a poor approximation.

The facts `hL0` and `hL1` are 0 ≤ L ≤ 2b/(1−b). The logarithm is then replaced by a plain variable `L`, since nothing else about it is needed. The identity `key` is the remainder 2(1−b)²L/b, and the closing calculation inserts the upper bound on L to obtain 4(1−b).

```lean
#print axioms SoftPhotonBackToBack.current_conserved
-- 'SoftPhotonBackToBack.current_conserved' depends on axioms: [propext, Classical.choice, Quot.sound]
#print axioms SoftPhotonBackToBack.angularProfile_eq
-- 'SoftPhotonBackToBack.angularProfile_eq' depends on axioms: [propext, Classical.choice, Quot.sound]
#print axioms SoftPhotonBackToBack.solidAngle_emission
-- 'SoftPhotonBackToBack.solidAngle_emission' depends on axioms: [propext, Classical.choice, Quot.sound]
#print axioms SoftPhotonBackToBack.collinear_log_bounds
-- 'SoftPhotonBackToBack.collinear_log_bounds' depends on axioms: [propext, Classical.choice, Quot.sound]
```
